# The commutator of a real two-by-two matrix with the generator of rotations between two states

In a two-state model, the operator that excites from the first state to the second, minus the one that de-excites, is the real antisymmetric matrix G with rows (0, −1) and (1, 0). The lemma gives the commutator MG − GM for any real two-by-two matrix M, which need not be symmetric. Its diagonal entries are M₀₁ + M₁₀ and the negative of that sum, and both off-diagonal entries are M₁₁ − M₀₀. The attempt checks the four entries one by one, expanding the products with `simp` and leaving the remaining algebra to `ring`.

In Lean, a first try:

```lean
import Mathlib

open Matrix Filter

namespace CommutatorEq

noncomputable section

/-- The anti-Hermitian generator: excitation minus de-excitation of the pair. -/
def pairGenerator : Matrix (Fin 2) (Fin 2) ℝ := !![0, -1; 1, 0]

/-- The matrix elements of the commutator of an observable with the pair generator. -/
theorem commutator_eq (M : Matrix (Fin 2) (Fin 2) ℝ) :
    M * pairGenerator - pairGenerator * M
      = !![M 0 1 + M 1 0, M 1 1 - M 0 0; M 1 1 - M 0 0, -(M 0 1 + M 1 0)] := by
  ext i j
  fin_cases i <;> fin_cases j <;>
    simp [pairGenerator, Matrix.mul_apply, Fin.sum_univ_two] <;> ring

end

end CommutatorEq
```

Lean reports:

```
Try this:
  [apply] ring_nf
  
  The `ring` tactic failed to close the goal. Use `ring_nf` to obtain a normal form.
    
  Note that `ring` works primarily in *commutative* rings. If you have a noncommutative ring, abelian group or module, consider using `noncomm_ring`, `abel` or `module` instead.
Try this:
  [apply] ring_nf
  
  The `ring` tactic failed to close the goal. Use `ring_nf` to obtain a normal form.
    
  Note that `ring` works primarily in *commutative* rings. If you have a noncommutative ring, abelian group or module, consider using `noncomm_ring`, `abel` or `module` instead.
Try this:
  [apply] ring_nf
  
  The `ring` tactic failed to close the goal. Use `ring_nf` to obtain a normal form.
    
  Note that `ring` works primarily in *commutative* rings. If you have a noncommutative ring, abelian group or module, consider using `noncomm_ring`, `abel` or `module` instead.
Try this:
  [apply] ring_nf
  
  The `ring` tactic failed to close the goal. Use `ring_nf` to obtain a normal form.
    
  Note that `ring` works primarily in *commutative* rings. If you have a noncommutative ring, abelian group or module, consider using `noncomm_ring`, `abel` or `module` instead.
Main.lean:15:77: error: unsolved goals
case «0».«0»
M : Matrix (Fin 2) (Fin 2) ℝ
⊢ M 0 1 - (![0, -1] ᵥ* M) 0 = M 0 1 + M 1 0

case «0».«1»
M : Matrix (Fin 2) (Fin 2) ℝ
⊢ -M 0 0 - (![0, -1] ᵥ* M) 1 = -M 0 0 + M 1 1

case «1».«0»
M : Matrix (Fin 2) (Fin 2) ℝ
⊢ (![1, 0] ᵥ* M) 0 = M 0 0

case «1».«1»
M : Matrix (Fin 2) (Fin 2) ℝ
⊢ -M 1 0 - (![1, 0] ᵥ* M) 1 = -M 1 0 - M 0 1
```

Cause. The four `ring` messages and the error report one failure, once for each entry. The goals left over still contain terms such as `(![0, -1] ᵥ* M) 0`, a row of the generator times `M`, not yet written as a sum. `simp` had unfolded `pairGenerator` into its explicit rows and rewritten the product `pairGenerator * M` row by row. What remained was a vector times a matrix, which `Matrix.mul_apply` does not match. `ring` does not expand such a term, so it could not close the goals. Its hint about noncommutative rings does not apply, since the entries are real numbers.

The repair uses `rw` to expand the difference, both products and both sums while `pairGenerator` is still folded, so its rows are not yet there to be rewritten. `simp [pairGenerator]` then only has to put in the generator's entries, and `ring` can settle any algebra that is left. Dropping the two expansion lemmas from `simp` is mere tidying, as their work is already done.

As a diff, the version that Lean accepts:

```diff
@@ -15,6 +15,7 @@
       = !![M 0 1 + M 1 0, M 1 1 - M 0 0; M 1 1 - M 0 0, -(M 0 1 + M 1 0)] := by
   ext i j
-  fin_cases i <;> fin_cases j <;>
-    simp [pairGenerator, Matrix.mul_apply, Fin.sum_univ_two] <;> ring
+  -- write both products as sums before inserting the generator
+  rw [Matrix.sub_apply, Matrix.mul_apply, Matrix.mul_apply, Fin.sum_univ_two, Fin.sum_univ_two]
+  fin_cases i <;> fin_cases j <;> simp [pairGenerator] <;> ring
 
 end
```
